# The least number of like-species pairs on mutually neighbouring sites

Decorate the three corners of a triangle with two species A and B: two corners must carry the same species, so at least one of the three bonds joins like atoms, and the decoration AAB has exactly one such bond. The Lean file below finds the corresponding minimum for any finite number of mutually neighbouring sites and any number $M \ge 1$ of species.

```lean
import Mathlib

open Finset

namespace LikePairConstraint

variable {ι : Type*} [Fintype ι] {M q r : ℕ}

/-- The set of sites occupied by species `a` in the decoration `σ`. -/
def sitesOf (σ : ι → Fin M) (a : Fin M) : Finset ι :=
  univ.filter (fun i => σ i = a)

/-- The number of unordered pairs of sites that carry the same species,
every two sites being neighbours. -/
def likePairs (σ : ι → Fin M) : ℕ :=
  ((univ.powersetCard 2).filter
    (fun s : Finset ι => ∀ i ∈ s, ∀ j ∈ s, σ i = σ j)).card

/-- The occupations of all species add up to the number of sites. -/
theorem sum_occupations (σ : ι → Fin M) :
    ∑ a, (sitesOf σ a).card = Fintype.card ι := by
  simp only [sitesOf, card_filter]
  rw [sum_comm]
  simp

/-- The number of like pairs is the sum over species of the number of pairs
among the sites which that species occupies. -/
theorem likePairs_eq_sum (σ : ι → Fin M) :
    likePairs σ = ∑ a, (sitesOf σ a).card.choose 2 := by
  classical
  -- sort the like pairs by the species they carry
  have h : likePairs σ
      = (univ.biUnion (fun a => (sitesOf σ a).powersetCard 2)).card := by
    unfold likePairs
    refine congrArg Finset.card ?_
    ext s
    simp only [mem_filter, mem_powersetCard, mem_biUnion, mem_univ, true_and, subset_univ]
    constructor
    · rintro ⟨hs, h⟩
      obtain ⟨i, hi⟩ : s.Nonempty := Finset.card_pos.mp (by omega)
      exact ⟨σ i, fun j hj => by simp [sitesOf, h j hj i hi], hs⟩
    · rintro ⟨a, hsub, hs⟩
      have key : ∀ i ∈ s, σ i = a := fun i hi => by simpa [sitesOf] using hsub hi
      exact ⟨hs, fun i hi j hj => (key i hi).trans (key j hj).symm⟩
  rw [h, card_biUnion]
  · simp only [card_powersetCard]
  · intro a _ b _ hab
    refine Finset.disjoint_left.mpr ?_
    intro s ha hb
    rw [mem_powersetCard] at ha hb
    obtain ⟨i, hi⟩ : s.Nonempty := Finset.card_pos.mp (by omega)
    have h1 : σ i = a := by simpa [sitesOf] using ha.1 hi
    have h2 : σ i = b := by simpa [sitesOf] using hb.1 hi
    exact hab (h1.symm.trans h2)

/-- Twice the number of pairs among `k` sites is `k (k - 1)`. -/
theorem two_mul_pairs (k : ℕ) : 2 * ((k.choose 2 : ℕ) : ℤ) = k * (k - 1) := by
  induction k with
  | zero => simp
  | succ k ih =>
    have h : (k + 1).choose 2 = k + k.choose 2 :=
      (Nat.choose_succ_succ' k 1).trans (by rw [Nat.choose_one_right])
    rw [h]
    push_cast
    linear_combination ih

/-- Twice the number of like pairs equals twice the balanced value plus a sum over
species of `(k - q) (k - q - 1)`, where `k` is the occupation of the species. -/
theorem excess_identity (σ : ι → Fin M) (hn : Fintype.card ι = q * M + r) (hr : r < M) :
    2 * (likePairs σ : ℤ)
      = 2 * ((r * (q + 1).choose 2 + (M - r) * q.choose 2 : ℕ) : ℤ)
        + ∑ a, (((sitesOf σ a).card : ℤ) - q) * (((sitesOf σ a).card : ℤ) - q - 1) := by
  have h1 : 2 * (likePairs σ : ℤ)
      = ∑ a, ((sitesOf σ a).card : ℤ) * (((sitesOf σ a).card : ℤ) - 1) := by
    rw [likePairs_eq_sum, Nat.cast_sum, mul_sum]
    exact sum_congr rfl fun a _ => two_mul_pairs _
  have h2 : ∑ a, ((sitesOf σ a).card : ℤ) = q * M + r := by
    exact_mod_cast (sum_occupations σ).trans hn
  -- multiply out the products (k - q) (k - q - 1) and sum over the species
  have h3 : ∑ a, (((sitesOf σ a).card : ℤ) - q) * (((sitesOf σ a).card : ℤ) - q - 1)
      = ∑ a, ((sitesOf σ a).card : ℤ) * (((sitesOf σ a).card : ℤ) - 1)
        - 2 * q * ∑ a, ((sitesOf σ a).card : ℤ) + M * (q * (q + 1)) := by
    have hc : (M : ℤ) * (q * (q + 1)) = ∑ _a : Fin M, ((q : ℤ) * (q + 1)) := by simp
    rw [hc, mul_sum, ← sum_sub_distrib, ← sum_add_distrib]
    exact sum_congr rfl fun a _ => by ring
  have h4 := two_mul_pairs q
  have h5 := two_mul_pairs (q + 1)
  push_cast at h5
  push_cast [Nat.cast_sub hr.le]
  linear_combination h1 - h3 + 2 * (q : ℤ) * h2 - (r : ℤ) * h5 - ((M : ℤ) - r) * h4

/-- The product of two consecutive integers is nonnegative. -/
theorem consecutive_nonneg (x : ℤ) : 0 ≤ x * (x - 1) := by
  rcases le_or_gt x 0 with h | h
  · nlinarith [mul_nonneg (neg_nonneg.2 h) (show 0 ≤ 1 - x by omega)]
  · exact mul_nonneg h.le (by omega)

/-- A decoration has the balanced number of like pairs exactly when every species
occupies `q` or `q + 1` sites. -/
theorem likePairs_eq_min_iff (σ : ι → Fin M) (hn : Fintype.card ι = q * M + r)
    (hr : r < M) :
    likePairs σ = r * (q + 1).choose 2 + (M - r) * q.choose 2
      ↔ ∀ a, (sitesOf σ a).card = q ∨ (sitesOf σ a).card = q + 1 := by
  have e := excess_identity σ hn hr
  constructor
  · intro h a
    rw [h] at e
    have hs : ∑ a, (((sitesOf σ a).card : ℤ) - q)
        * (((sitesOf σ a).card : ℤ) - q - 1) = 0 := by linarith
    -- a vanishing sum of nonnegative terms vanishes term by term
    have ha := (sum_eq_zero_iff_of_nonneg
      (fun a _ => consecutive_nonneg (((sitesOf σ a).card : ℤ) - q))).1 hs a (mem_univ a)
    rcases mul_eq_zero.1 ha with h0 | h0
    · left; omega
    · right; omega
  · intro h
    have hs : ∑ a, (((sitesOf σ a).card : ℤ) - q)
        * (((sitesOf σ a).card : ℤ) - q - 1) = 0 :=
      sum_eq_zero fun a _ => by
        rcases h a with h0 | h0 <;> rw [h0] <;> push_cast <;> ring
    rw [hs, add_zero] at e
    exact Nat.cast_injective (R := ℤ) (mul_left_cancel₀ two_ne_zero e)

/-- There is a decoration in which every species occupies `q` or `q + 1` sites. -/
theorem exists_balanced (hn : Fintype.card ι = q * M + r) (hr : r < M) :
    ∃ σ : ι → Fin M, ∀ a, (sitesOf σ a).card = q ∨ (sitesOf σ a).card = q + 1 := by
  -- q complete sets of all species, and r leftover sites with distinct species
  have e : ι ≃ (Fin q × Fin M) ⊕ Fin r := Fintype.equivOfCardEq (by simp [hn])
  let τ : (Fin q × Fin M) ⊕ Fin r → Fin M := Sum.elim Prod.snd (Fin.castLE hr.le)
  refine ⟨fun i => τ (e i), fun a => ?_⟩
  have h1 : (sitesOf (fun i => τ (e i)) a).card
      = q + ∑ x : Fin r, (if Fin.castLE hr.le x = a then 1 else 0 : ℕ) := by
    rw [sitesOf, card_filter, Equiv.sum_comp e (fun y => if τ y = a then 1 else 0),
      Fintype.sum_sum_type, Fintype.sum_prod_type]
    change (∑ _x : Fin q, ∑ y : Fin M, (if y = a then 1 else 0 : ℕ))
      + ∑ x : Fin r, (if Fin.castLE hr.le x = a then 1 else 0 : ℕ) = _
    congr 1
    simp
  have h2 : ∑ x : Fin r, (if Fin.castLE hr.le x = a then 1 else 0 : ℕ) ≤ 1 := by
    rw [← card_filter, card_le_one]
    intro x hx y hy
    simp only [mem_filter, mem_univ, true_and] at hx hy
    exact Fin.castLE_injective hr.le (hx.trans hy.symm)
  rw [h1]
  omega

/-- For `n = q M + r` mutually neighbouring sites decorated with `M` species, `r < M`, the
least number of like pairs is `r` times `q + 1` choose 2 plus `M - r` times `q` choose 2. -/
theorem isLeast_likePairs (hn : Fintype.card ι = q * M + r) (hr : r < M) :
    IsLeast (Set.range (likePairs : (ι → Fin M) → ℕ))
      (r * (q + 1).choose 2 + (M - r) * q.choose 2) := by
  constructor
  · obtain ⟨σ, hσ⟩ := exists_balanced hn hr
    exact ⟨σ, (likePairs_eq_min_iff σ hn hr).2 hσ⟩
  · rintro _ ⟨σ, rfl⟩
    have e := excess_identity σ hn hr
    have hs := sum_nonneg (s := univ)
      (fun a _ => consecutive_nonneg (((sitesOf σ a).card : ℤ) - q))
    exact Int.ofNat_le.mp (by linarith)

/-- On `q M` mutually neighbouring sites, a decoration has `M` times `q` choose 2 like pairs
exactly when every species occupies `q` sites. -/
theorem equiatomic_iff (σ : ι → Fin M) (hn : Fintype.card ι = q * M) (hM : 0 < M) :
    likePairs σ = M * q.choose 2 ↔ ∀ a, (sitesOf σ a).card = q := by
  have h := likePairs_eq_min_iff (r := 0) σ hn hM
  simp only [zero_mul, zero_add, Nat.sub_zero] at h
  rw [h]
  refine ⟨fun hb a => ?_, fun hb a => Or.inl (hb a)⟩
  -- every occupation is at least q and they add up to q M, so none can exceed q
  have hle : ∀ a ∈ (univ : Finset (Fin M)), q ≤ (sitesOf σ a).card := fun a _ => by
    rcases hb a with h0 | h0 <;> omega
  have hsum : ∑ _a : Fin M, q = ∑ a, (sitesOf σ a).card := by
    rw [sum_occupations, hn]
    simp [mul_comm]
  exact ((sum_eq_sum_iff_of_le hle).1 hsum a (mem_univ a)).symm

end LikePairConstraint
```

```lean
#print axioms LikePairConstraint.isLeast_likePairs
#print axioms LikePairConstraint.equiatomic_iff
```

```
'LikePairConstraint.isLeast_likePairs' depends on axioms: [propext, Classical.choice, Quot.sound]
'LikePairConstraint.equiatomic_iff' depends on axioms: [propext, Classical.choice, Quot.sound]
```

## Sites, decorations and the minimum

The sites are the elements of a finite type `ι`, and their number is $n$. A decoration is a function `σ : ι → Fin M`, which gives each site one of $M$ species. Every two sites are neighbours, so the bonds are the two-element subsets of `ι`, and `likePairs σ` counts those on which `σ` is constant. The bonds are unordered, so each is counted once. The set of sites that hold species $a$ is `sitesOf σ a`; its size is the occupation $k_a$.

The hypotheses `hn` and `hr` say that $n = qM + r$ with $r < M$, which is division of $n$ by $M$ with remainder. The second also forces $M \ge 1$. Under these hypotheses, `isLeast_likePairs` states that the least value of `likePairs` over all decorations is

$$L_{\min} = r\binom{q+1}{2} + (M-r)\binom{q}{2}.$$

`IsLeast` has two parts: some decoration has this number of like pairs, and no decoration has fewer. If $n \le M$, the minimum is zero, since all sites can carry different species.

Two further theorems describe the decorations that reach the minimum. By `likePairs_eq_min_iff`, they are exactly those in which every species occupies $q$ or $q+1$ sites. By `equiatomic_iff`, when $n = qM$ they are exactly the equiatomic ones, in which every species occupies $q$ sites.

## Frustration in a cluster

If each like pair costs the same positive energy and unlike pairs cost nothing, $L_{\min}$ fixes the ground-state energy of the cluster. A triangle with two species keeps one like bond out of three, and a tetrahedron with two species keeps two out of six.

In a cluster expansion of a binary alloy, with the species written as spins $\pm 1$, the pair correlation averaged over the bonds of a single such cluster is the number of like bonds minus the number of unlike bonds, divided by the number of bonds. For both the triangle and the tetrahedron it therefore cannot fall below $-1/3$.

The model is one finite cluster in which all pairs count equally. The composition is free, so the minimum is taken over all occupations and not at a prescribed concentration. The theorems do not say whether the clusters of an extended lattice, which share sites, can all reach their minima at once.

## The bound from a sum of consecutive products

Let $L$ be the number of like pairs. Each like pair carries one definite species, and species $a$ contributes the pairs among its $k_a$ sites. Hence

$$L = \sum_a \binom{k_a}{2}, \qquad 2L = \sum_a k_a(k_a-1), \qquad \sum_a k_a = n.$$

Now compare each occupation with $q$. Expanding the product gives

$$(k_a-q)(k_a-q-1) = k_a(k_a-1) - 2qk_a + q(q+1).$$

Call the sum of these products over all species $E$. Summing the identity over $a$ gives

$$E = 2L - 2qn + Mq(q+1).$$

Solve for $2L$ and insert $n = qM + r$:

$$2L = 2q(qM+r) - Mq(q+1) + E = Mq(q-1) + 2qr + E.$$

Twice the claimed minimum is

$$2L_{\min} = r(q+1)q + (M-r)q(q-1) = Mq(q-1) + 2qr,$$

and therefore

$$2L = 2L_{\min} + E.$$

Each term of $E$ has the form $x(x-1)$ with the integer $x = k_a - q$. If $x \le 0$, both factors are at most zero; if $x \ge 1$, both are at least zero. The product is never negative, so $L \ge L_{\min}$.

In the triangle, $q = r = 1$ and $L_{\min} = 1$. The occupations $(2,1)$ give $E = 0$ and $L = 1$. The occupations $(3,0)$ give $E = 2\cdot 1 + (-1)(-2) = 4$, hence $2L = 2 + 4$ and $L = 3$.

## Decorations that reach the bound

Equality requires $E = 0$. A sum of nonnegative terms vanishes only if each term does, and $x(x-1) = 0$ means $x = 0$ or $x = 1$. So $L = L_{\min}$ exactly when every $k_a$ is $q$ or $q+1$.

To build such a decoration, divide the sites into $q$ groups of $M$ and a remainder of $r$. Place every species once in each group, and give the remaining sites $r$ different species, which is possible because $r < M$. Each species then occupies $q$ sites, plus at most one more.

If $r = 0$, the occupations are all at least $q$ and add up to $qM$. None can then exceed $q$, and the decoration is equiatomic.

## How the Lean proof follows the calculation

`sum_occupations` proves $\sum_a k_a = n$ by exchanging the order of summation: each site is counted for exactly one species. `likePairs_eq_sum` sorts the like pairs by species. It writes their set as a union, over the species, of the two-element subsets of `sitesOf σ a`. These families are disjoint, because a pair has at least one site and that site carries only one species, so the size of the union is the sum of the sizes.

`two_mul_pairs` proves $2\binom{k}{2} = k(k-1)$ by induction, with Pascal's rule in the induction step. It is stated over the integers, where $k_a - q$ may be negative, and the calculation stays there until the final comparison.

`excess_identity` is the relation $2L = 2L_{\min} + E$. Within its proof, `h1` expresses $2L$ through the occupations, `h2` is their sum, and `h3` is the expansion of $E$. The facts `h4` and `h5` turn the two binomial coefficients in $L_{\min}$ into products. The closing `linear_combination` adds these equations with the coefficients that the elimination by hand uses. The subtraction $M - r$ in the natural numbers becomes the ordinary integer difference because $r < M$.

`consecutive_nonneg` makes the case distinction for $x(x-1)$. In `likePairs_eq_min_iff`, the forward direction deduces $E = 0$ from the identity and applies `sum_eq_zero_iff_of_nonneg` to make every term vanish; `mul_eq_zero` then leaves the two permitted occupations. The reverse direction inserts these occupations, finds $E = 0$ and cancels the factor 2.

`exists_balanced` carries out the construction. The equivalence `e` identifies the sites with `(Fin q × Fin M) ⊕ Fin r`, that is, with the $q$ groups and the remainder. The map `τ` reads off the species: the second coordinate within a group, and the index itself on a remaining site. In the count for species $a$, the groups contribute $q$, and `h2` shows that the remainder contributes at most one, because different remaining sites have different species.

`isLeast_likePairs` joins the two halves. The balanced decoration shows that the value occurs, while the identity and the nonnegativity of $E$ show that nothing lies below it. Finally, `equiatomic_iff` sets $r = 0$ in the equality criterion and compares two sums with equal totals, $\sum_a q$ and $\sum_a k_a$. Since $q \le k_a$ for every species, `sum_eq_sum_iff_of_le` gives equality term by term.
